# Brown's stability bound h > n − 2K for finitely many ferromagnetic spins with a uniform demagnetising field

One way to compute a hysteresis loop is to saturate a model sample along the easy axis, lower the field in steps and minimise the energy after each step. The bound below gives a range of fields in which the saturated state is still a strict local minimum. If a run leaves saturation inside that range, possible causes include a long minimiser step, added noise and an error in the dipolar operator or another energy term. This check applies to a finite, classical, zero-temperature model with the energy below, provided that the dipolar operator is positive semidefinite and the saturated state has a uniform demagnetising field along the easy axis.

## The energy and the bound

Each site i carries a unit vector m_i. Write ⟨a,b⟩ = Σ_i a_i·b_i, and let u be the configuration with every spin along e_z. The energy is

E(m) = Σ_ij J_ij |m_i − m_j|² − K Σ_i m_iz² + ½⟨m,Qm⟩ − h Σ_i m_iz

Here J_ij is the exchange coupling, K the uniaxial anisotropy, h the field along z and Q the linear dipolar operator, so the demagnetising field is −Qm. The exchange sum runs over ordered pairs, so each bond counts twice.

Assume J_ij ≥ 0, Q symmetric and positive semidefinite, and Qu = n u. Then

h > n − 2K ⟹ u is a strict local minimum among unit-spin configurations.

The sign of K is free. For cells of volume V with saturation magnetisation M_s, anisotropy density K_u and demagnetising factor N_z, set K = K_u V, h = μ₀M_sVH and n = μ₀M_s²VN_z. The condition becomes

H > N_z M_s − 2K_u/(μ₀M_s)

The condition Qu = n u says that the saturated state produces the same demagnetising field, along z, in every cell. A one-cell-thick film with in-plane periodic boundaries satisfies it; a rectangular bar in general does not. A code can test it by applying its dipolar routine to u once.

## From positivity of Q to a site-by-site estimate

Let N be the number of sites. Positivity of Q on the deviation m − u gives

0 ≤ ⟨m,Qm⟩ − ⟨m,Qu⟩ − ⟨u,Qm⟩ + ⟨u,Qu⟩

By symmetry both cross terms equal n Σ_i m_iz, and ⟨u,Qu⟩ = nN. Hence

½⟨m,Qm⟩ ≥ ½⟨u,Qu⟩ − n Σ_i (1 − m_iz)

The exchange energy is nonnegative and vanishes at u. Anisotropy contributes K Σ_i (1 − m_iz²) to the energy difference, and the field contributes h Σ_i (1 − m_iz). Since 1 − m_iz² = (1 − m_iz)(1 + m_iz),

E(m) − E(u) ≥ Σ_i (1 − m_iz)(h + K(1 + m_iz) − n)

For a unit spin m_iz ≤ 1, with equality only at e_z. Near u the second factor is close to h + 2K − n > 0, and with finitely many sites one neighbourhood makes it positive everywhere. If m ≠ u, at least one first factor is positive, so E(m) > E(u).

If K ≥ 0 and h > n, the second factor is positive for all unit spins, and u is the unique global minimum.

## Coherent rotation and the film threshold

Suppose that uniform e_x is also an eigenvector of Q, with factor n_x. Turn all spins by θ from e_z towards e_x. Exchange stays zero, anisotropy costs NK sin²θ, the dipolar energy changes by −½N(n − n_x) sin²θ, and the field term changes by Nh(1 − cos θ). Together,

E(θ) − E(u) = N(1 − cos θ)[h + (K − (n − n_x)/2)(1 + cos θ)]

For small θ ≠ 0 and N ≥ 1 this is negative when h < n − n_x − 2K. In a local film model, where Q keeps only n m_iz e_z with n ≥ 0, n_x = 0 and the two thresholds coincide.

## Two spins in numbers

Take the film operator with n = 1, K = 1 and J_12 = J_21 = 0.1. The threshold is −1. At h = −0.5, E(u) = −2 + 1 + 1 = 0. Tilt one spin to (0.6, 0, 0.8):

E = 0.08 − 1.64 + 0.82 + 0.90 = 0.16

The estimate guarantees at least 0.2 · (−0.5 + 1.8 − 1) = 0.06. At h = −1.5, tilting both spins to (0.6, 0, 0.8) changes the energy by 2 · 0.2 · (−1.5 + 0.5 · 1.8) = −0.24. For any common tilt θ the bracket is −1.5 + 0.5(1 + cos θ) ≤ −0.5, so arbitrarily small tilts also lower the energy and saturation is unstable there.

## A dipolar operator with a negative eigenvalue

Symmetry of Q and Qu = n u do not suffice by themselves. Take two point dipoles side by side on the x axis, with K = 0 and dipolar energy m_1·m_2 − 3 m_1x m_2x. Then n = 1 and n_x = −2, and the bound would promise stability for h > 1. At h = 2, however, turning both spins towards e_x gives

E(θ) − E(u) = (1 − cos θ)(1 − 3 cos θ)

which is negative for small θ ≠ 0.

The matrix of any point-dipole sum without a self-term has zero trace, so unless it vanishes it has a negative eigenvalue. Adding c times the identity to Q shifts the energy of unit spins by a constant. Once c is large enough to make Q positive semidefinite, the bound applies with n + c in place of n.

## The Lean file

```lean
import Mathlib

open Filter Topology

namespace BrownCoercivity

noncomputable section

/-- A configuration assigns a vector of three real components to every site. -/
abbrev Config (ι : Type*) := ι → Fin 3 → ℝ

variable {ι : Type*}

/-- The uniform configuration along `e_z`. -/
def up : Config ι := fun _ => ![0, 0, 1]

/-- The uniform configuration along the transverse axis `e_x`. -/
def inPlane : Config ι := fun _ => ![1, 0, 0]

/-- The uniform configuration turned by the angle `θ` from `e_z` towards `e_x`. -/
def tilt (θ : ℝ) : Config ι := fun _ => ![Real.sin θ, 0, Real.cos θ]

/-- All spins have unit length. -/
def UnitSpins (m : Config ι) : Prop := ∀ i, m i ⬝ᵥ m i = 1

/-- `m₀` has strictly lower energy than all other unit-spin configurations near it. -/
def IsStrictLocalMin (E : Config ι → ℝ) (m₀ : Config ι) : Prop :=
  ∀ᶠ m in 𝓝 m₀, UnitSpins m → m ≠ m₀ → E m₀ < E m

/-- The dipolar operator of a local film model: only the `z` components produce a
demagnetizing field, with factor `n`. -/
def film (n : ℝ) : Config ι →ₗ[ℝ] Config ι where
  toFun m := fun i => ![0, 0, n * m i 2]
  map_add' a b := by
    ext i k
    fin_cases k <;> simp [mul_add]
  map_smul' c a := by
    ext i k
    fin_cases k <;> simp [mul_left_comm]

variable [Fintype ι]

/-- The inner product of two configurations, summed over sites. -/
def pair (a b : Config ι) : ℝ := ∑ i, a i ⬝ᵥ b i

/-- The micromagnetic energy: exchange `J`, uniaxial anisotropy `K`, dipolar operator `Q`
and a field `h` along `z`. -/
def energy (J : ι → ι → ℝ) (K h : ℝ) (Q : Config ι →ₗ[ℝ] Config ι) (m : Config ι) : ℝ :=
  (∑ i, ∑ j, J i j * ((m i - m j) ⬝ᵥ (m i - m j))) - K * (∑ i, m i 2 ^ 2)
    + pair m (Q m) / 2 - h * (∑ i, m i 2)

variable {J : ι → ι → ℝ} {K h n : ℝ} {Q : Config ι →ₗ[ℝ] Config ι}

/-- The uniform state along `z` has no exchange energy; the other three terms remain. -/
theorem energy_up : energy J K h Q up =
    0 - K * (Fintype.card ι : ℝ) + pair up (Q up) / 2 - h * (Fintype.card ι : ℝ) := by
  simp [energy, up]

/-- If `Q` is symmetric and positive semidefinite and maps uniform `e_z` to `n` times itself,
then leaving the uniform state lowers the dipolar energy by at most `n ∑ (1 - m_z)`. -/
theorem dipolar_bound (hsymm : ∀ a b, pair a (Q b) = pair (Q a) b)
    (hpos : ∀ a, 0 ≤ pair a (Q a)) (hup : Q up = n • up) (m : Config ι) :
    pair up (Q up) / 2 - n * (∑ i, (1 - m i 2)) ≤ pair m (Q m) / 2 := by
  have hz : ∀ a : Config ι, pair a (Q up) = n * ∑ i, a i 2 := by
    intro a
    rw [hup, pair, Finset.mul_sum]
    refine Finset.sum_congr rfl fun i _ => ?_
    simp [up, dotProduct, Fin.sum_univ_three, mul_comm]
  have hcross : pair up (Q m) = pair m (Q up) := by
    rw [hsymm]
    exact Finset.sum_congr rfl fun i _ => dotProduct_comm _ _
  -- positivity of the dipolar energy of the deviation
  have hdev := hpos (m - up)
  have hexp : pair (m - up) (Q (m - up)) =
      pair m (Q m) - pair m (Q up) - pair up (Q m) + pair up (Q up) := by
    rw [map_sub]
    simp only [pair, Pi.sub_apply, sub_dotProduct, dotProduct_sub, Finset.sum_sub_distrib]
    ring
  have hs : ∑ i, (1 - m i 2) = ∑ i, (up : Config ι) i 2 - ∑ i, m i 2 := by
    rw [Finset.sum_sub_distrib]
    simp [up]
  rw [hexp, hcross, hz m, hz up] at hdev
  rw [hs, hz up]
  linarith

/-- For `J ≥ 0` and `Q` symmetric, positive semidefinite, with uniform `e_z` as eigenvector of
factor `n`, the energy above the uniform state is bounded below by a sum over single sites. -/
theorem energy_gap (hJ : ∀ i j, 0 ≤ J i j) (hsymm : ∀ a b, pair a (Q b) = pair (Q a) b)
    (hpos : ∀ a, 0 ≤ pair a (Q a)) (hup : Q up = n • up) (m : Config ι) :
    energy J K h Q up + ∑ i, (1 - m i 2) * (h + K * (1 + m i 2) - n) ≤ energy J K h Q m := by
  have hex : 0 ≤ ∑ i, ∑ j, J i j * ((m i - m j) ⬝ᵥ (m i - m j)) :=
    Finset.sum_nonneg fun i _ => Finset.sum_nonneg fun j _ =>
      mul_nonneg (hJ i j) (Finset.sum_nonneg fun k _ => mul_self_nonneg _)
  have hdip := dipolar_bound hsymm hpos hup m
  have hsum : ∑ i, (1 - m i 2) * (h + K * (1 + m i 2) - n) =
      K * (∑ i, (1 - m i 2 ^ 2)) + h * (∑ i, (1 - m i 2)) - n * (∑ i, (1 - m i 2)) := by
    rw [Finset.mul_sum, Finset.mul_sum, Finset.mul_sum, ← Finset.sum_add_distrib,
      ← Finset.sum_sub_distrib]
    exact Finset.sum_congr rfl fun i _ => by ring
  have h1 : ∑ i, (1 - m i 2) = (Fintype.card ι : ℝ) - ∑ i, m i 2 := by
    simp [Finset.sum_sub_distrib]
  have h2 : ∑ i, (1 - m i 2 ^ 2) = (Fintype.card ι : ℝ) - ∑ i, m i 2 ^ 2 := by
    simp [Finset.sum_sub_distrib]
  rw [hsum, energy_up, h2]
  rw [h1] at hdip ⊢
  unfold energy
  linarith

/-- With `J ≥ 0` and `Q` as in `energy_gap`, a unit-spin configuration other than uniform `e_z`
has higher energy than it whenever `h + K (1 + m_z) > n` at every site. -/
theorem energy_lt_of_region (hJ : ∀ i j, 0 ≤ J i j)
    (hsymm : ∀ a b, pair a (Q b) = pair (Q a) b) (hpos : ∀ a, 0 ≤ pair a (Q a))
    (hup : Q up = n • up) {m : Config ι} (hm : UnitSpins m) (hne : m ≠ up)
    (hr : ∀ i, n < h + K * (1 + m i 2)) : energy J K h Q up < energy J K h Q m := by
  have hunit : ∀ i, m i 0 * m i 0 + m i 1 * m i 1 + m i 2 * m i 2 = 1 := by
    intro i
    have := hm i
    rwa [dotProduct, Fin.sum_univ_three] at this
  have hle : ∀ i, m i 2 ≤ 1 := fun i => by
    nlinarith [hunit i, mul_self_nonneg (m i 0), mul_self_nonneg (m i 1)]
  -- some spin deviates from the axis, and its z component is below one
  obtain ⟨i, hi⟩ := Function.ne_iff.mp hne
  have hlt : m i 2 < 1 := by
    refine lt_of_le_of_ne (hle i) fun hz => hi ?_
    have hu := hunit i
    rw [hz] at hu
    have hx : m i 0 = 0 := mul_self_eq_zero.mp (by
      nlinarith [mul_self_nonneg (m i 0), mul_self_nonneg (m i 1)])
    have hy : m i 1 = 0 := mul_self_eq_zero.mp (by
      nlinarith [mul_self_nonneg (m i 0), mul_self_nonneg (m i 1)])
    ext k
    fin_cases k <;> simp [up, hx, hy, hz]
  have hsum : 0 < ∑ i, (1 - m i 2) * (h + K * (1 + m i 2) - n) :=
    Finset.sum_pos'
      (fun j _ => mul_nonneg (sub_nonneg.mpr (hle j)) (sub_nonneg.mpr (hr j).le))
      ⟨i, Finset.mem_univ i, mul_pos (sub_pos.mpr hlt) (sub_pos.mpr (hr i))⟩
  linarith [energy_gap (K := K) (h := h) hJ hsymm hpos hup m]

/-- **Brown's stability bound for finitely many spins.** For `J ≥ 0` and `Q` symmetric, positive
semidefinite, mapping uniform `e_z` to `n` times itself, uniform `e_z` is a strict local minimum
among unit-spin configurations if `h > n - 2K`. -/
theorem brown_coercivity_bound (hJ : ∀ i j, 0 ≤ J i j)
    (hsymm : ∀ a b, pair a (Q b) = pair (Q a) b) (hpos : ∀ a, 0 ≤ pair a (Q a))
    (hup : Q up = n • up) (hh : n - 2 * K < h) :
    IsStrictLocalMin (energy J K h Q) up := by
  have hnear : ∀ᶠ m : Config ι in 𝓝 up, ∀ i, n < h + K * (1 + m i 2) := by
    rw [Filter.eventually_all]
    intro i
    have hc : Continuous fun m : Config ι => h + K * (1 + m i 2) := by fun_prop
    exact (isOpen_lt continuous_const hc).mem_nhds (by
      change n < h + K * (1 + 1)
      linarith)
  filter_upwards [hnear] with m hr hm hne
  exact energy_lt_of_region hJ hsymm hpos hup hm hne hr

/-- For `J ≥ 0` and `Q` as in `energy_gap`, if `K ≥ 0` and `h > n`, then uniform `e_z` has lower
energy than every other unit-spin configuration. -/
theorem global_minimum (hJ : ∀ i j, 0 ≤ J i j)
    (hsymm : ∀ a b, pair a (Q b) = pair (Q a) b) (hpos : ∀ a, 0 ≤ pair a (Q a))
    (hup : Q up = n • up) (hK : 0 ≤ K) (hh : n < h) {m : Config ι} (hm : UnitSpins m)
    (hne : m ≠ up) : energy J K h Q up < energy J K h Q m := by
  refine energy_lt_of_region hJ hsymm hpos hup hm hne fun i => ?_
  have hu := hm i
  rw [dotProduct, Fin.sum_univ_three] at hu
  have hz : 0 ≤ 1 + m i 2 := by
    nlinarith [mul_self_nonneg (m i 0), mul_self_nonneg (m i 1)]
  linarith [mul_nonneg hK hz]

/-- If `Q` maps uniform `e_z` and uniform `e_x` to `n` and `nx` times themselves, this is the
energy of coherent rotation by the angle `θ`. -/
theorem energy_tilt {nx : ℝ} (hup : Q up = n • up) (hx : Q inPlane = nx • inPlane) (θ : ℝ) :
    energy J K h Q (tilt θ) = energy J K h Q up + (Fintype.card ι : ℝ) *
      ((1 - Real.cos θ) * (h + (K - (n - nx) / 2) * (1 + Real.cos θ))) := by
  have ht : (tilt θ : Config ι) = Real.sin θ • inPlane + Real.cos θ • up := by
    ext i k
    fin_cases k <;> simp [tilt, inPlane, up]
  have hQ : Q (tilt θ) = fun _ => ![nx * Real.sin θ, 0, n * Real.cos θ] := by
    rw [ht, map_add, map_smul, map_smul, hx, hup]
    ext i k
    fin_cases k <;> simp [inPlane, up, mul_comm]
  have hp : pair (tilt θ) (Q (tilt θ)) = (Fintype.card ι : ℝ) *
      (Real.sin θ * (nx * Real.sin θ) + Real.cos θ * (n * Real.cos θ)) := by
    rw [hQ]
    simp [pair, tilt, dotProduct, Fin.sum_univ_three]
    ring
  have hu : pair up (Q up) = (Fintype.card ι : ℝ) * n := by
    rw [hup]
    simp [pair, up, dotProduct, Fin.sum_univ_three]
  have he : energy J K h Q (tilt θ) = 0 - K * ((Fintype.card ι : ℝ) * Real.cos θ ^ 2)
      + (Fintype.card ι : ℝ) *
        (Real.sin θ * (nx * Real.sin θ) + Real.cos θ * (n * Real.cos θ)) / 2
      - h * ((Fintype.card ι : ℝ) * Real.cos θ) := by
    unfold energy
    rw [hp]
    simp [tilt]
  rw [he, energy_up, hu]
  linear_combination ((Fintype.card ι : ℝ) * nx / 2) * Real.sin_sq_add_cos_sq θ

/-- With at least one spin and `Q` as in `energy_tilt`, for `h < n - nx - 2K` there are
unit-spin configurations of lower energy arbitrarily close to uniform `e_z`. -/
theorem coherent_rotation_instability [Nonempty ι] {nx : ℝ} (hup : Q up = n • up)
    (hx : Q inPlane = nx • inPlane) (hh : h < n - nx - 2 * K) :
    ∃ᶠ m in 𝓝 (up : Config ι), UnitSpins m ∧ energy J K h Q m < energy J K h Q up := by
  have hcont : Continuous (tilt : ℝ → Config ι) := by
    refine continuous_pi fun i => continuous_pi fun k => ?_
    fin_cases k
    · exact Real.continuous_sin
    · exact continuous_const
    · exact Real.continuous_cos
  have h0 : (tilt 0 : Config ι) = up := by
    funext i
    simp [tilt, up]
  have hlim : Tendsto (tilt : ℝ → Config ι) (𝓝[>] 0) (𝓝 up) := by
    rw [← h0]
    exact hcont.continuousAt.tendsto.mono_left nhdsWithin_le_nhds
  have hc : Continuous fun θ : ℝ => h + (K - (n - nx) / 2) * (1 + Real.cos θ) := by fun_prop
  have hneg : ∀ᶠ θ in 𝓝 (0 : ℝ), h + (K - (n - nx) / 2) * (1 + Real.cos θ) < 0 :=
    (isOpen_lt hc continuous_const).mem_nhds (by
      change h + (K - (n - nx) / 2) * (1 + Real.cos 0) < 0
      rw [Real.cos_zero]
      linarith)
  -- small positive angles lower the energy
  refine hlim.frequently (Eventually.frequently ?_)
  filter_upwards [hneg.filter_mono nhdsWithin_le_nhds, Ioo_mem_nhdsGT Real.pi_pos] with θ hθ hI
  have hs := Real.sin_pos_of_pos_of_lt_pi hI.1 hI.2
  have hcos : 0 < 1 - Real.cos θ := by
    nlinarith [Real.sin_sq_add_cos_sq θ, mul_pos hs hs]
  have hcard : (0 : ℝ) < Fintype.card ι := by exact_mod_cast Fintype.card_pos
  refine ⟨fun i => ?_, ?_⟩
  · rw [dotProduct, Fin.sum_univ_three]
    change Real.sin θ * Real.sin θ + 0 * 0 + Real.cos θ * Real.cos θ = 1
    linarith [Real.sin_sq_add_cos_sq θ]
  · rw [energy_tilt hup hx]
    linarith [mul_neg_of_pos_of_neg hcard (mul_neg_of_pos_of_neg hcos hθ)]

/-- For `n ≥ 0` the film operator is symmetric and positive semidefinite, maps uniform `e_z` to
`n` times itself, and maps uniform `e_x` to zero. -/
theorem film_witness (hn : 0 ≤ n) :
    (∀ a b : Config ι, pair a (film n b) = pair (film n a) b) ∧
    (∀ a : Config ι, 0 ≤ pair a (film n a)) ∧
    film n (up : Config ι) = n • up ∧ film n (inPlane : Config ι) = 0 := by
  refine ⟨fun a b => ?_, fun a => ?_, ?_, ?_⟩
  · refine Finset.sum_congr rfl fun i _ => ?_
    rw [dotProduct, dotProduct, Fin.sum_univ_three, Fin.sum_univ_three]
    change a i 0 * 0 + a i 1 * 0 + a i 2 * (n * b i 2) =
      0 * b i 0 + 0 * b i 1 + n * a i 2 * b i 2
    ring
  · refine Finset.sum_nonneg fun i _ => ?_
    rw [dotProduct, Fin.sum_univ_three]
    change 0 ≤ a i 0 * 0 + a i 1 * 0 + a i 2 * (n * a i 2)
    nlinarith [mul_nonneg hn (mul_self_nonneg (a i 2))]
  · ext i k
    fin_cases k <;> simp [film, up]
  · ext i k
    fin_cases k <;> simp [film, inPlane]

/-- For the film operator with `n ≥ 0`, `J ≥ 0` and at least one spin, `n - 2K` is the exact
threshold: above it uniform `e_z` is a strict local minimum among unit-spin configurations, below it
some unit-spin configurations arbitrarily close to uniform `e_z` have lower energy. -/
theorem film_threshold [Nonempty ι] (hJ : ∀ i j, 0 ≤ J i j) (hn : 0 ≤ n) :
    (n - 2 * K < h → IsStrictLocalMin (energy J K h (film n)) up) ∧
    (h < n - 2 * K → ∃ᶠ m in 𝓝 (up : Config ι),
      UnitSpins m ∧ energy J K h (film n) m < energy J K h (film n) up) := by
  obtain ⟨hsymm, hpos, hup, hx⟩ := film_witness (ι := ι) hn
  refine ⟨brown_coercivity_bound hJ hsymm hpos hup, fun hh => ?_⟩
  exact coherent_rotation_instability (nx := 0) hup (by rw [hx, zero_smul]) (by linarith)

end

end BrownCoercivity
```

```lean
#print axioms BrownCoercivity.brown_coercivity_bound
-- 'BrownCoercivity.brown_coercivity_bound' depends on axioms: [propext, Classical.choice, Quot.sound]
#print axioms BrownCoercivity.global_minimum
-- 'BrownCoercivity.global_minimum' depends on axioms: [propext, Classical.choice, Quot.sound]
#print axioms BrownCoercivity.film_threshold
-- 'BrownCoercivity.film_threshold' depends on axioms: [propext, Classical.choice, Quot.sound]
```

## How the Lean statements match the model

A `Config ι` gives three real components to each site of a finite set `ι`; component `2` is z. The configuration u is `up`, and ⟨a,b⟩ is `pair a b`. In `IsStrictLocalMin`, the neighbourhood is taken among all configurations, but only those satisfying `UnitSpins` compete. The hypotheses `hJ`, `hsymm`, `hpos` and `hup` are the conditions on J and Q stated above.

`dipolar_bound` expands the positivity inequality, and `energy_gap` adds the other terms to obtain the site-by-site estimate. `energy_lt_of_region` finds a deviating spin and shows that the sum is strictly positive. It also gives an explicit region: u has lower energy than any other unit-spin configuration with h + K(1 + m_iz) > n at every site. `brown_coercivity_bound` uses continuity to show that this region contains a neighbourhood of u; `global_minimum` checks the region's condition for all unit spins.

`energy_tilt` is the rotation formula. In `coherent_rotation_instability`, `∃ᶠ m in 𝓝 up` means that every neighbourhood of u contains a unit-spin configuration of lower energy. `film_witness` verifies the conditions for the film operator, and `film_threshold` combines both directions, leaving h = n − 2K undecided.

## Stability of saturation and the coercive field

Brown's bound is usually read as a lower limit on the coercive field. The theorem here is the static part of that reading, for a discretised sample: saturation stays locally stable down to h = n − 2K. Passing to a coercive field also requires that the magnetisation follow this minimum as the field is swept, which thermal activation or a long minimiser step can prevent. For operators Q other than the film operator that meet the hypotheses, the true instability may lie well below the bound. The positivity of Q and the uniform demagnetising field are assumptions to check for the dipolar routine in use; if only positivity fails, the shifted bound with n + c still applies.
